# Truncating a nearest-neighbour chain to N sites leaves the first-site return amplitude unchanged below order \(t^{2N}\)

Let \(B\) be a Hermitian tridiagonal matrix on \(M\) sites with operator norm at most \(K\), and let \(A\) be its leading \(N\)-site block, \(1\le N\le M\). With \(\hbar=1\) and sites numbered from 0, write \(a_H(t)=(e^{-itH})_{00}\) for the amplitude to be found on the first site after starting there. Then, for \(t\ge0\),

\[
|a_A(t)-a_B(t)|\le \frac{2(Kt)^{2N}}{(2N)!}.
\]

For a single particle on a finite tight-binding chain, this bounds the error in the first-site return amplitude when the chain is cut short. For fixed \(K\) the bound does not depend on \(M\), though the norm of \(B\) may itself grow with the chain.

## A cut is felt only after \(2N\) hops

Since \(B\) couples only neighbours, \((B^k)_{j0}=0\) for \(j>k\). This holds for \(k=0\), and in

\[
(B^{k+1})_{j0}=\sum_l B_{jl}(B^k)_{l0}
\]

a nonzero term needs \(l\le k\) and \(j\le l+1\), hence \(j\le k+1\).

Next, \((B^k)_{j0}=(A^k)_{j0}\) whenever \(j<N\) and \(k+j<2N\). At \(k=0\) both sides are \(\delta_{j0}\). For the step to \(k+1\), assume \(k+1+j<2N\) and consider the same sum:

- A nonzero term with \(l\ge N\) would need \(N\le l\le j+1\), so \(j=N-1\), and also \(k\ge l\ge N\). Then \(k+1+j\ge 2N\), a contradiction.
- A nonzero term with \(l<N\) has \(l\le j+1\), so \(k+l<2N\) and the induction hypothesis applies.

Setting \(j=0\) gives \((B^k)_{00}=(A^k)_{00}\) for \(k<2N\).

## From equal moments to the error bound

Let \(V_{mi}=\delta_{mi}\) embed the short chain in the long one. Then \(V^\dagger V=1\) and \(A=V^\dagger BV\), so \(\|A\|\le\|B\|\le K\). The block \(A\) is also Hermitian.

The \(k\)-th derivative of \(a_H\) is

\[
w_{H,k}(t)=\big[(-iH)^k e^{-itH}\big]_{00}.
\]

For \(H=A\) or \(B\), the evolution is unitary, so \(|w_{H,k}(t)|\le K^k\). Put \(f_k=w_{A,k}-w_{B,k}\). Then

\[
f_k(0)=(-i)^k\big[(A^k)_{00}-(B^k)_{00}\big]=0\quad(k<2N),\qquad |f_{2N}(t)|\le 2K^{2N}.
\]

Integrating from zero once gives \(|f_{2N-1}(t)|\le 2K^{2N}t\). After \(2N\) integrations, \(|f_0(t)|\le 2K^{2N}t^{2N}/(2N)!\), which is the claim.

## The first moment that differs

For \(N<M\), Hermiticity gives \((B^{2N})_{00}=\sum_{l\le N}|(B^N)_{l0}|^2\), and likewise for \(A\) with \(l<N\). The terms with \(l<N\) agree because \(N+l<2N\). Only \(l=N\) remains, reached by a single path:

\[
(B^{2N})_{00}-(A^{2N})_{00}=\prod_{i=0}^{N-1}|B_{i+1,i}|^2.
\]

**Two sites cut to one.** Take \(N=1\), \(M=2\), zero on-site energies and hopping \(g>0\). Then \(K=g\) is allowed, \(a_A=1\) and \(a_B=\cos gt\). The error \(1-\cos gt\le (gt)^2/2\) lies within the bound \((gt)^2\), and the second moments differ by \(g^2\).

## Chains and amplitudes as Lean matrices

The opened norm scope makes `‖B‖` the L2 operator norm.

```lean
import Mathlib

open Matrix
open scoped Matrix.Norms.L2Operator

namespace ChainTruncation

variable {N M : ℕ}
```

Diagonal entries are on-site energies; entries next to the diagonal are hoppings.

```lean
/-- A chain Hamiltonian with couplings only between equal or neighbouring sites. -/
def IsTridiagonal (B : Matrix (Fin M) (Fin M) ℂ) : Prop :=
  ∀ i j : Fin M, (i : ℕ) + 1 < j ∨ (j : ℕ) + 1 < i → B i j = 0
```

`Fin.castLE h` reads a site of the short chain as the same site of the long one.

```lean
/-- The Hamiltonian of the first `N` sites, cut out of a chain of `M` sites. -/
def truncate (h : N ≤ M) (B : Matrix (Fin M) (Fin M) ℂ) : Matrix (Fin N) (Fin N) ℂ :=
  B.submatrix (Fin.castLE h) (Fin.castLE h)
```

`NeZero N` guarantees a first site. The second definition below is \(w_{H,k}\), which at \(k=0\) is the return amplitude.

```lean
/-- The amplitude to be found on the first site at time `t` after starting there. -/
noncomputable def returnAmplitude [NeZero N] (H : Matrix (Fin N) (Fin N) ℂ) (t : ℝ) : ℂ :=
  (NormedSpace.exp ((-(Complex.I * (t : ℂ))) • H)) 0 0

/-- The first-site diagonal entry of `(-iH)^k exp(-itH)`. -/
noncomputable def weightedAmplitude [NeZero N] (H : Matrix (Fin N) (Fin N) ℂ)
    (k : ℕ) (t : ℝ) : ℂ :=
  (((-Complex.I) • H) ^ k * NormedSpace.exp ((-(Complex.I * (t : ℂ))) • H)) 0 0
```

## Light cone and moments

Both inductions peel off one factor with `pow_succ'`, as in the sums above. In the second, `Fintype.sum_of_injective` matches the short sum with the long one once the sites beyond the cut are shown to contribute nothing.

```lean
/-- Light cone: `k` applications of a tridiagonal Hamiltonian to the first site
do not reach any site further than `k` bonds away. -/
theorem pow_apply_eq_zero [NeZero M] {B : Matrix (Fin M) (Fin M) ℂ}
    (hT : IsTridiagonal B) (k : ℕ) : ∀ j : Fin M, k < (j : ℕ) → (B ^ k) j 0 = 0 := by
  induction k with
  | zero =>
    intro j hj
    rw [pow_zero]
    exact Matrix.one_apply_ne (by rintro rfl; simp at hj)
  | succ k ih =>
    intro j hj
    rw [pow_succ', Matrix.mul_apply]
    refine Finset.sum_eq_zero fun l _ => ?_
    by_cases hl : k < (l : ℕ)
    · rw [ih l hl, mul_zero]
    · rw [hT j l (Or.inr (by omega)), zero_mul]

/-- For a tridiagonal chain, the component on site `j` of the `k`-th power applied to the
first site is unchanged by truncation to `N` sites as long as `k + j < 2N`. -/
theorem truncate_pow_apply [NeZero N] [NeZero M] (h : N ≤ M)
    {B : Matrix (Fin M) (Fin M) ℂ} (hT : IsTridiagonal B) (k : ℕ) :
    ∀ j : Fin N, k + (j : ℕ) < 2 * N →
      (B ^ k) (Fin.castLE h j) 0 = (truncate h B ^ k) j 0 := by
  induction k with
  | zero =>
    intro j _
    have h0 : Fin.castLE h (0 : Fin N) = 0 := Fin.ext (by simp)
    rw [pow_zero, pow_zero]
    by_cases hj : j = 0
    · rw [hj, h0, Matrix.one_apply_eq, Matrix.one_apply_eq]
    · have hc : Fin.castLE h j ≠ 0 :=
        fun hc => hj (Fin.castLE_injective h (hc.trans h0.symm))
      rw [Matrix.one_apply_ne hc, Matrix.one_apply_ne hj]
  | succ k ih =>
    intro j hj
    have hjN := j.isLt
    rw [pow_succ', pow_succ', Matrix.mul_apply, Matrix.mul_apply]
    symm
    refine Fintype.sum_of_injective (Fin.castLE h) (Fin.castLE_injective h) _ _ ?_ ?_
    · -- sites beyond the cut do not contribute yet
      intro l hl
      have hlN : N ≤ (l : ℕ) := by
        by_contra hc
        exact hl ⟨⟨l, by omega⟩, Fin.ext rfl⟩
      show B (Fin.castLE h j) l * (B ^ k) l 0 = 0
      by_cases hk : k < (l : ℕ)
      · rw [pow_apply_eq_zero hT k l hk, mul_zero]
      · have hjl : (j : ℕ) + 1 < l := by omega
        rw [hT (Fin.castLE h j) l (Or.inl hjl), zero_mul]
    · intro l
      show B (Fin.castLE h j) (Fin.castLE h l) * (truncate h B ^ k) l 0
        = B (Fin.castLE h j) (Fin.castLE h l) * (B ^ k) (Fin.castLE h l) 0
      by_cases hjl : (j : ℕ) + 1 < l
      · rw [hT (Fin.castLE h j) (Fin.castLE h l) (Or.inl hjl), zero_mul, zero_mul]
      · rw [ih l (by omega)]

/-- The first-site moments of a tridiagonal chain and of its `N`-site truncation agree
for all orders below `2N`. -/
theorem moments_eq [NeZero N] [NeZero M] (h : N ≤ M) {B : Matrix (Fin M) (Fin M) ℂ}
    (hT : IsTridiagonal B) {k : ℕ} (hk : k < 2 * N) :
    (B ^ k) 0 0 = (truncate h B ^ k) 0 0 := by
  have h0 : Fin.castLE h (0 : Fin N) = 0 := Fin.ext (by simp)
  have h1 := truncate_pow_apply h hT k 0 (by simpa using hk)
  rwa [h0] at h1
```

## Norms and derivatives

The isometry \(V\) appears explicitly, and `hn` obtains \(\|V\|^2=1\) from \(V^\dagger V=1\).

```lean
/-- Cutting a chain does not increase the operator norm of its Hamiltonian. -/
theorem norm_truncate_le [NeZero N] (h : N ≤ M) (B : Matrix (Fin M) (Fin M) ℂ) :
    ‖truncate h B‖ ≤ ‖B‖ := by
  -- `V` embeds the short chain in the long one
  obtain ⟨V, hV⟩ : ∃ V : Matrix (Fin M) (Fin N) ℂ,
      ∀ m i, V m i = if m = Fin.castLE h i then 1 else 0 :=
    ⟨Matrix.of fun m i => if m = Fin.castLE h i then 1 else 0, fun _ _ => rfl⟩
  have hVs : ∀ i m, Vᴴ i m = if m = Fin.castLE h i then 1 else 0 := by
    intro i m
    rw [Matrix.conjTranspose_apply, hV]
    split_ifs <;> simp
  have hiso : Vᴴ * V = 1 := by
    ext i j
    simp only [Matrix.mul_apply, hVs, hV, mul_ite, mul_one, mul_zero,
      Finset.sum_ite_eq', Finset.mem_univ, if_true]
    by_cases hij : i = j
    · subst hij
      simp
    · have hc : Fin.castLE h j ≠ Fin.castLE h i :=
        fun hc => hij (Fin.castLE_injective h hc).symm
      rw [if_neg hc, Matrix.one_apply_ne hij]
  have hA : truncate h B = Vᴴ * B * V := by
    ext i j
    simp only [truncate, Matrix.submatrix_apply, Matrix.mul_apply, hVs, hV, ite_mul, one_mul,
      zero_mul, mul_ite, mul_one, mul_zero, Finset.sum_ite_eq', Finset.mem_univ, if_true]
  have hn : ‖V‖ * ‖V‖ = 1 := by
    rw [← Matrix.l2_opNorm_conjTranspose_mul_self, hiso]
    exact CStarRing.norm_one
  calc ‖truncate h B‖ = ‖Vᴴ * B * V‖ := by rw [hA]
    _ ≤ ‖Vᴴ * B‖ * ‖V‖ := Matrix.l2_opNorm_mul _ _
    _ ≤ (‖Vᴴ‖ * ‖B‖) * ‖V‖ :=
      mul_le_mul_of_nonneg_right (Matrix.l2_opNorm_mul _ _) (norm_nonneg _)
    _ = ‖B‖ := by
      rw [Matrix.l2_opNorm_conjTranspose]
      linear_combination ‖B‖ * hn
```

The exponential is differentiated in a complex variable, the entry is taken by a linear map, and `comp_ofReal` returns to real time.

```lean
/-- Each time derivative of the return amplitude brings down one more factor `-iH`. -/
theorem hasDerivAt_weightedAmplitude [NeZero N] (H : Matrix (Fin N) (Fin N) ℂ)
    (k : ℕ) (t : ℝ) :
    HasDerivAt (fun s => weightedAmplitude H k s) (weightedAmplitude H (k + 1) t) t := by
  have : CompleteSpace (Matrix (Fin N) (Fin N) ℂ) := FiniteDimensional.complete ℂ _
  obtain ⟨G, hG⟩ : ∃ G, G = (-Complex.I) • H := ⟨_, rfl⟩
  have e : ∀ s : ℂ, s • G = (-(Complex.I * s)) • H := by
    intro s
    rw [hG, smul_smul]
    congr 1
    ring
  have hexp : HasDerivAt (fun u : ℂ => NormedSpace.exp (u • G))
      (G * NormedSpace.exp ((t : ℂ) • G)) (t : ℂ) := hasDerivAt_exp_smul_const' G (t : ℂ)
  have hmul := hexp.const_mul (G ^ k)
  let L : Matrix (Fin N) (Fin N) ℂ →ₗ[ℂ] ℂ :=
    { toFun := fun X => X 0 0, map_add' := fun _ _ => rfl, map_smul' := fun _ _ => rfl }
  have hL : HasDerivAt (fun u : ℂ => (G ^ k * NormedSpace.exp (u • G)) 0 0)
      ((G ^ k * (G * NormedSpace.exp ((t : ℂ) • G))) 0 0) (t : ℂ) :=
    (LinearMap.toContinuousLinearMap L).hasFDerivAt.comp_hasDerivAt (t : ℂ) hmul
  rw [← mul_assoc, ← pow_succ] at hL
  have hR := hL.comp_ofReal
  simp only [e] at hR
  simp only [weightedAmplitude, ← hG]
  exact hR
```

Here `entry` bounds a matrix entry by the norm, and `hU` expresses unitarity through \(e^{-X}e^{X}=1\) for skew-Hermitian \(X\).

```lean
/-- For a Hermitian Hamiltonian of operator norm at most `K`, the first-site entry of
`(-iH)^k exp(-itH)` is at most `K^k` in modulus. -/
theorem norm_weightedAmplitude_le [NeZero N] {H : Matrix (Fin N) (Fin N) ℂ}
    (hH : H.IsHermitian) {K : ℝ} (hK : ‖H‖ ≤ K) (k : ℕ) (t : ℝ) :
    ‖weightedAmplitude H k t‖ ≤ K ^ k := by
  have hone : ‖(1 : Matrix (Fin N) (Fin N) ℂ)‖ = 1 := CStarRing.norm_one
  have : NormOneClass (Matrix (Fin N) (Fin N) ℂ) := ⟨hone⟩
  -- a matrix entry is bounded by the operator norm
  have entry : ∀ X : Matrix (Fin N) (Fin N) ℂ, ‖X 0 0‖ ≤ ‖X‖ := by
    intro X
    have h1 := Matrix.l2_opNorm_mulVec X (EuclideanSpace.single (0 : Fin N) (1 : ℂ))
    have hn : ‖EuclideanSpace.single (0 : Fin N) (1 : ℂ)‖ = 1 :=
      (PiLp.norm_single 2 (fun _ => ℂ) (0 : Fin N) (1 : ℂ)).trans norm_one
    rw [hn, mul_one] at h1
    have h2 := (PiLp.norm_apply_le _ (0 : Fin N)).trans h1
    have h3 : (X *ᵥ (EuclideanSpace.single (0 : Fin N) (1 : ℂ)).ofLp) 0 = X 0 0 := by simp
    calc ‖X 0 0‖ = ‖(X *ᵥ (EuclideanSpace.single (0 : Fin N) (1 : ℂ)).ofLp) 0‖ := by rw [h3]
      _ ≤ ‖X‖ := h2
  -- the evolution is unitary
  obtain ⟨X, hX⟩ : ∃ X, X = (-(Complex.I * (t : ℂ))) • H := ⟨_, rfl⟩
  have hskew : Xᴴ = -X := by
    rw [hX, Matrix.conjTranspose_smul, hH.eq, ← neg_smul]
    congr 1
    simp
  have h1 : NormedSpace.exp Xᴴ = (NormedSpace.exp X)ᴴ := Matrix.exp_conjTranspose X
  have h2 : NormedSpace.exp (-X + X) = NormedSpace.exp (-X) * NormedSpace.exp X :=
    Matrix.exp_add_of_commute _ _ (Commute.refl X).neg_left
  have h3 : NormedSpace.exp (0 : Matrix (Fin N) (Fin N) ℂ) = 1 := NormedSpace.exp_zero
  have hU : ‖NormedSpace.exp X‖ * ‖NormedSpace.exp X‖ = 1 := by
    rw [← Matrix.l2_opNorm_conjTranspose_mul_self, ← h1, hskew, ← h2, neg_add_cancel, h3, hone]
  have hU1 : ‖NormedSpace.exp X‖ ≤ 1 := by nlinarith [norm_nonneg (NormedSpace.exp X)]
  have hG : ‖(-Complex.I) • H‖ ≤ K := by
    have hs : ‖(-Complex.I) • H‖ = ‖-Complex.I‖ * ‖H‖ := norm_smul _ _
    rw [hs, norm_neg, Complex.norm_I, one_mul]
    exact hK
  have hGk : ‖((-Complex.I) • H) ^ k‖ ≤ K ^ k :=
    (norm_pow_le _ k).trans (pow_le_pow_left₀ (norm_nonneg _) hG k)
  rw [weightedAmplitude, ← hX]
  calc _ ≤ ‖((-Complex.I) • H) ^ k * NormedSpace.exp X‖ := entry _
    _ ≤ ‖((-Complex.I) • H) ^ k‖ * ‖NormedSpace.exp X‖ := norm_mul_le _ _
    _ ≤ ‖((-Complex.I) • H) ^ k‖ * 1 := mul_le_mul_of_nonneg_left hU1 (norm_nonneg _)
    _ ≤ K ^ k := by rw [mul_one]; exact hGk
```

## Integrating a bound without an integral

The repeated integration rests on Mathlib's `image_norm_le_of_norm_deriv_right_le_deriv_boundary`. If a continuous function starts with its norm within a real differentiable boundary function, and the norm of its right derivative never exceeds the boundary's derivative, its norm stays within the boundary. This works for complex values, where the mean value theorem in its equality form fails. The boundary here is \(Ct^{n+1}/(n+1)!\). Passing a whole family `f k`, each member the derivative of the one before, lets the induction simply shift the index.

```lean
/-- If a signal and its derivatives of order below `n` vanish at time zero, and the `n`-th
derivative is at most `C` in modulus for `t ≥ 0`, then the signal is at most `C t^n / n!` in modulus
there. -/
theorem short_time_bound (n : ℕ) : ∀ (f : ℕ → ℝ → ℂ) (C : ℝ),
    (∀ k t, HasDerivAt (f k) (f (k + 1) t) t) → (∀ k < n, f k 0 = 0) →
    (∀ t, 0 ≤ t → ‖f n t‖ ≤ C) →
    ∀ t, 0 ≤ t → ‖f 0 t‖ ≤ C * t ^ n / (n.factorial : ℝ) := by
  induction n with
  | zero =>
    intro f C _ _ hC t ht
    simpa using hC t ht
  | succ n ih =>
    intro f C hd h0 hC t ht
    have h1 := ih (fun k => f (k + 1)) C (fun k s => hd (k + 1) s)
      (fun k hk => h0 (k + 1) (by omega)) hC
    have hB : ∀ x : ℝ, HasDerivAt (fun y : ℝ => C * y ^ (n + 1) / ((n + 1).factorial : ℝ))
        (C * x ^ n / (n.factorial : ℝ)) x := by
      intro x
      refine (((hasDerivAt_pow (n + 1) x).const_mul C).div_const _).congr_deriv ?_
      have hn : (n.factorial : ℝ) ≠ 0 := by positivity
      rw [Nat.factorial_succ, Nat.add_sub_cancel]
      push_cast
      field_simp
    -- integrate the bound on the first derivative
    exact image_norm_le_of_norm_deriv_right_le_deriv_boundary (a := 0) (b := t)
      (fun x _ => (hd 0 x).continuousAt.continuousWithinAt)
      (fun x _ => (hd 0 x).hasDerivWithinAt)
      (by rw [h0 0 (by omega)]; simp) hB (fun x hx => h1 x hx.1) ⟨ht, le_refl t⟩
```

## The truncation theorem

The hypotheses concern \(B\) alone; `hA` and `hKA` derive the properties of \(A\). The constant `K` stands for a known upper limit on the absolute single-particle energies, measured from the chosen zero. The theorem treats finite, time-independent chains and bounds the error in the amplitude. Since both amplitudes have modulus at most 1, the error in the return probability is at most twice that bound.

In the proof, `hz` evaluates the derivatives at time zero, and `key` applies the previous lemma with \(n=2N\) and \(C=2K^{2N}\).

```lean
/-- Truncation error: for a Hermitian tridiagonal chain of operator norm at most `K`, cutting
it to its first `N ≥ 1` sites changes the first-site return amplitude at time `t ≥ 0` by at
most `2 (K t)^(2N) / (2N)!`. -/
theorem returnAmplitude_truncation_error [NeZero N] [NeZero M] (h : N ≤ M)
    {B : Matrix (Fin M) (Fin M) ℂ} (hB : B.IsHermitian) (hT : IsTridiagonal B)
    {K : ℝ} (hK : ‖B‖ ≤ K) {t : ℝ} (ht : 0 ≤ t) :
    ‖returnAmplitude (truncate h B) t - returnAmplitude B t‖
      ≤ 2 * (K * t) ^ (2 * N) / ((2 * N).factorial : ℝ) := by
  have hA : (truncate h B).IsHermitian := hB.submatrix (Fin.castLE h)
  have hKA := (norm_truncate_le h B).trans hK
  have hz : ∀ (n : ℕ) [NeZero n] (H : Matrix (Fin n) (Fin n) ℂ) (k : ℕ),
      weightedAmplitude H k 0 = (-Complex.I) ^ k * (H ^ k) 0 0 := by
    intro n _ H k
    have he : NormedSpace.exp ((-(Complex.I * ((0 : ℝ) : ℂ))) • H) = 1 := by simp
    rw [weightedAmplitude, he, mul_one, smul_pow, Matrix.smul_apply, smul_eq_mul]
  have key := short_time_bound (2 * N)
    (fun k s => weightedAmplitude (truncate h B) k s - weightedAmplitude B k s)
    (2 * K ^ (2 * N))
    (fun k s => (hasDerivAt_weightedAmplitude _ k s).fun_sub
      (hasDerivAt_weightedAmplitude _ k s))
    (fun k hk => by
      show weightedAmplitude (truncate h B) k 0 - weightedAmplitude B k 0 = 0
      rw [hz, hz, moments_eq h hT hk, sub_self])
    (fun s _ => by
      have h1 := norm_weightedAmplitude_le hA hKA (2 * N) s
      have h2 := norm_weightedAmplitude_le hB hK (2 * N) s
      exact (norm_sub_le _ _).trans (by linarith))
    t ht
  simp only [weightedAmplitude, pow_zero, one_mul] at key
  rw [mul_pow, ← mul_assoc]
  exact key
```

## The product of squared hoppings

The first theorem evaluates the single path to site \(k\). The second writes each even moment as a squared length (`sq`), restricts the sum to \(N+1\) sites (`split`) and cancels the common terms (`hin`).

```lean
/-- In a tridiagonal chain, the amplitude of the `k`-th power from the first site to the site
`k` bonds away is the product of the hoppings in between. -/
theorem pow_apply_front [NeZero M] {B : Matrix (Fin M) (Fin M) ℂ} (hT : IsTridiagonal B)
    (k : ℕ) (hk : k < M) :
    (B ^ k) ⟨k, hk⟩ 0 = ∏ i : Fin k,
      B ⟨i + 1, lt_of_le_of_lt (Nat.succ_le_of_lt i.isLt) hk⟩ ⟨i, i.isLt.trans hk⟩ := by
  induction k with
  | zero =>
    have h0 : (⟨0, hk⟩ : Fin M) = 0 := Fin.ext (by simp)
    rw [h0]
    simp
  | succ k ih =>
    have hk' : k < M := by omega
    rw [pow_succ', Matrix.mul_apply, Fin.prod_univ_castSucc,
      Finset.sum_eq_single (⟨k, hk'⟩ : Fin M)]
    · rw [ih hk']
      exact mul_comm _ _
    · intro l _ hl
      have hne : (l : ℕ) ≠ k := fun hc => hl (Fin.ext hc)
      by_cases hkl : k < (l : ℕ)
      · rw [pow_apply_eq_zero hT k l hkl, mul_zero]
      · have hlk : (l : ℕ) + 1 < k + 1 := by omega
        rw [hT ⟨k + 1, hk⟩ l (Or.inr hlk), zero_mul]
    · intro hc
      exact absurd (Finset.mem_univ _) hc

/-- For a Hermitian tridiagonal chain longer than `N` sites, the first-site moments of order
`2N` of the full and the truncated chain differ by the product of the squared moduli of the
first `N` hoppings. -/
theorem moment_difference [NeZero N] [NeZero M] (h : N < M)
    {B : Matrix (Fin M) (Fin M) ℂ} (hB : B.IsHermitian) (hT : IsTridiagonal B) :
    (B ^ (2 * N)) 0 0 - (truncate h.le B ^ (2 * N)) 0 0 =
      ((∏ i : Fin N, ‖B ⟨i + 1, lt_of_le_of_lt (Nat.succ_le_of_lt i.isLt) h⟩
        ⟨i, i.isLt.trans h⟩‖ ^ 2 : ℝ) : ℂ) := by
  have hA : (truncate h.le B).IsHermitian := hB.submatrix (Fin.castLE h.le)
  -- an even moment is the squared length of a propagated vector
  have sq : ∀ (n : ℕ) [NeZero n] (H : Matrix (Fin n) (Fin n) ℂ), H.IsHermitian →
      (H ^ (2 * N)) 0 0 = ∑ l, star ((H ^ N) l 0) * (H ^ N) l 0 := by
    intro n _ H hH
    have hp : (H ^ N)ᴴ = H ^ N := by rw [Matrix.conjTranspose_pow, hH.eq]
    calc (H ^ (2 * N)) 0 0 = ((H ^ N)ᴴ * H ^ N) 0 0 := by rw [hp, ← pow_add, two_mul]
      _ = _ := by simp only [Matrix.mul_apply, Matrix.conjTranspose_apply]
  have hs : N + 1 ≤ M := h
  -- only the first `N + 1` sites are reached
  have split : ∑ l : Fin (N + 1),
      star ((B ^ N) (Fin.castLE hs l) 0) * (B ^ N) (Fin.castLE hs l) 0
      = ∑ l, star ((B ^ N) l 0) * (B ^ N) l 0 := by
    refine Fintype.sum_of_injective (Fin.castLE hs) (Fin.castLE_injective hs) _ _ ?_
      (fun _ => rfl)
    intro l hl
    have hlN : N < (l : ℕ) := by
      by_contra hc
      exact hl ⟨⟨l, by omega⟩, Fin.ext rfl⟩
    show star ((B ^ N) l 0) * (B ^ N) l 0 = 0
    rw [pow_apply_eq_zero hT N l hlN, mul_zero]
  have hin : ∀ l : Fin N,
      (B ^ N) (Fin.castLE hs l.castSucc) 0 = (truncate h.le B ^ N) l 0 :=
    fun l => truncate_pow_apply h.le hT N l (by have := l.isLt; omega)
  have hlast : (B ^ N) (Fin.castLE hs (Fin.last N)) 0 = _ := pow_apply_front hT N h
  rw [sq M B hB, sq N _ hA, ← split, Fin.sum_univ_castSucc]
  simp only [hin]
  rw [add_sub_cancel_left, hlast, Finset.prod_pow, ← norm_prod, Complex.ofReal_pow]
  exact Complex.conj_mul' _

end ChainTruncation
```

If the first \(N\) hoppings are all nonzero, Taylor expansion by hand then shows that the amplitudes really do differ at order \(t^{2N}\), so for such a chain the power of \(t\) in the bound is the best possible as \(t\to0\).

```lean
#print axioms ChainTruncation.returnAmplitude_truncation_error
#print axioms ChainTruncation.moment_difference
```

```
'ChainTruncation.returnAmplitude_truncation_error' depends on axioms: [propext, Classical.choice, Quot.sound]
'ChainTruncation.moment_difference' depends on axioms: [propext, Classical.choice, Quot.sound]
```
